# Eigenfunctions of the $n(n+1)/\sin^2x$ well from the box states $\sin(kx)$, for integers $k>n$

For a particle between hard walls at $x=0$ and $x=\pi$, in the potential $n(n+1)/\sin^2x$ with $n=0,1,2,\dots$, we take an eigenfunction to be a smooth real function on the open interval that solves the Schrödinger equation there, is not identically zero, and tends to zero at both walls. This choice keeps the boundary conditions in the statement without setting up a Hilbert space. In units with $\hbar^2/2m=1$, where $m$ is the particle's mass, and with $d=d/dx$, the Hamiltonian is

$$H_n=-d^2+\frac{n(n+1)}{\sin^2x}.$$

At $n=0$ this is the particle in a box, with eigenfunctions $\sin(kx)$ and energies $k^2$ for $k=1,2,\dots$. The operators

$$A_n=d-(n+1)\cot x$$

carry these states to the other wells: for every integer $k>n$, the function $A_{n-1}\cdots A_0\sin(kx)$ is an eigenfunction of $H_n$ with energy $k^2$. For $n=0$ the product is empty and the function is $\sin(kx)$ itself.

## From the box to the well

Write $a=n+1$ and $A_n^\dagger=-d-a\cot x$. Since $(\cot x)'=-1/\sin^2x$ and $\cot^2x=1/\sin^2x-1$, a smooth $\psi$ satisfies

$$\begin{aligned}
A_n^\dagger A_n\psi&=-(\psi'-a\cot x\,\psi)'-a\cot x\,(\psi'-a\cot x\,\psi)\\
&=-\psi''+\left(a^2\cot^2x-\frac{a}{\sin^2x}\right)\psi
=-\psi''+\frac{a^2-a}{\sin^2x}\psi-a^2\psi .
\end{aligned}$$

Because $a^2-a=n(n+1)$, this is $(H_n-a^2)\psi$. In the opposite order the derivative of the cotangent enters with the other sign:

$$A_nA_n^\dagger\psi=-\psi''+\frac{a^2+a}{\sin^2x}\psi-a^2\psi=(H_{n+1}-a^2)\psi,$$

because $a^2+a=(n+1)(n+2)$.

If $H_n\psi=E\psi$, then

$$H_{n+1}A_n\psi=(A_nA_n^\dagger+a^2)A_n\psi=A_n(A_n^\dagger A_n+a^2)\psi=A_nH_n\psi=E\,A_n\psi .$$

So $A_n$ preserves the energy, although the result could be zero. If $A_n\psi=0$, then $0=A_n^\dagger A_n\psi=(H_n-a^2)\psi$, and a nonzero $\psi$ must have $E=(n+1)^2$. On the way from $H_0$ to $H_n$, the energies at which a state could be lost are $1^2,2^2,\dots,n^2$. None of them equals $k^2$ when $k>n$, so the final function is nonzero.

The walls remain. For a constant $c$ and a polynomial $P$,

$$\begin{aligned}
A_n\left[c\sin^{n+1}x\,P(\cos x)\right]
&=c(n+1)\sin^nx\cos x\,P(\cos x)-c\sin^{n+2}x\,P'(\cos x)\\
&\quad-c(n+1)\cot x\,\sin^{n+1}x\,P(\cos x)\\
&=-c\sin^{n+2}x\,P'(\cos x).
\end{aligned}$$

Taking $P=1$ shows that $A_n$ kills $\sin^{n+1}x$, which therefore has energy $(n+1)^2$. Let $U_{k-1}$ be the Chebyshev polynomial of the second kind, defined by $\sin(kx)=\sin x\,U_{k-1}(\cos x)$. Repeating the step gives

$$A_{n-1}\cdots A_0\sin(kx)=(-1)^n\sin^{n+1}x\;U_{k-1}^{(n)}(\cos x),$$

where the superscript $(n)$ denotes the $n$-th derivative. The right-hand side tends to zero at both walls. At $k=n$ it vanishes identically, so $k\ge n$ would not be enough.

These functions are not normalised. Integration by parts, whose boundary terms vanish, gives a factor $k^2-(j+1)^2$ in the squared norm for each $A_j$. A normalised state is therefore obtained by dividing by

$$\left[\frac{\pi}{2}\prod_{j=1}^{n}(k^2-j^2)\right]^{1/2}.$$

For this one-dimensional, one-particle well, the closed form supplies exact energies and wave functions against which a numerical Schrödinger solver can be compared near a singular potential.

## Operators and boundary conditions in Lean

```lean
import Mathlib

open Real Filter Topology
open scoped ContDiff Polynomial

namespace SusyPoschlTeller

noncomputable section
```

Wave functions have type `ℝ → ℝ`, but only their behaviour on $(0,\pi)$ matters. The natural number `n` labels the potential and not the energy level.

```lean
/-- The Hamiltonian `H_n = -d² + n(n+1)/sin² x`, meant for `0 < x < π`. -/
def hamiltonian (n : ℕ) (ψ : ℝ → ℝ) (x : ℝ) : ℝ :=
  -deriv (deriv ψ) x + n * (n + 1) / sin x ^ 2 * ψ x
```

The first derivative operator is called `raise` because it raises the label of the potential. Unlike the raising operator of the harmonic oscillator, it leaves the energy unchanged.

```lean
/-- The operator `A_n = d - (n+1) cot x`, meant for `0 < x < π`. -/
def raise (n : ℕ) (ψ : ℝ → ℝ) (x : ℝ) : ℝ :=
  deriv ψ x - ((n : ℝ) + 1) * (cos x / sin x * ψ x)
```

Its partner `raiseAdj` is the formal adjoint, given directly by its formula; no inner product is involved.

```lean
/-- The formal adjoint `A_n† = -d - (n+1) cot x`, meant for `0 < x < π`. -/
def raiseAdj (n : ℕ) (ψ : ℝ → ℝ) (x : ℝ) : ℝ :=
  -deriv ψ x - ((n : ℝ) + 1) * (cos x / sin x * ψ x)
```

The product is defined recursively, with $A_0$ acting first. Thus `ladder n ψ` contains $n$ operators.

```lean
/-- The product `A_(n-1) ... A_0` applied to `ψ`. -/
def ladder : ℕ → (ℝ → ℝ) → ℝ → ℝ
  | 0, ψ => ψ
  | n + 1, ψ => raise n (ladder n ψ)
```

A solution is smooth on the open interval `Set.Ioo 0 π` and satisfies the differential equation at each of its points. Smoothness matters here because `deriv` returns zero where a function has no derivative.

```lean
/-- `ψ` is smooth on `(0,π)` and solves `H_n ψ = E ψ` there. -/
structure IsSolution (n : ℕ) (E : ℝ) (ψ : ℝ → ℝ) : Prop where
  smooth : ContDiffOn ℝ ∞ ψ (Set.Ioo 0 π)
  eqn : ∀ x ∈ Set.Ioo 0 π, hamiltonian n ψ x = E * ψ x
```

An eigenfunction must also be nonzero somewhere inside the interval and have limit zero at each wall. The filters `𝓝[>] 0` and `𝓝[<] π` express the approach from inside, so the values assigned at the walls themselves play no role.

```lean
/-- A solution on `(0,π)` that is not identically zero and tends to zero at both walls. -/
structure IsEigenfunction (n : ℕ) (E : ℝ) (ψ : ℝ → ℝ) : Prop extends IsSolution n E ψ where
  nonzero : ∃ x ∈ Set.Ioo 0 π, ψ x ≠ 0
  left_wall : Tendsto ψ (𝓝[>] 0) (𝓝 0)
  right_wall : Tendsto ψ (𝓝[<] π) (𝓝 0)
```

The step from this definition to the quantum mechanical spectrum is to identify these functions as eigenvectors of a self-adjoint Hamiltonian on square-integrable functions. That identification, and the completeness of the family, are left to operator theory.

## Factorisation and transfer of solutions

Two functions that agree throughout the interval have the same image under $A_n$ there. It is used because the later identities are assumed or proved only on $(0,\pi)$, while `raise` takes a function on all of $\mathbb R$. The proof uses agreement near $x$ to equate the derivatives.

```lean
/-- On `(0,π)`, `A_n ψ` depends only on the values of `ψ` in that interval. -/
theorem raise_congr (n : ℕ) {f g : ℝ → ℝ} (h : ∀ y ∈ Set.Ioo 0 π, f y = g y)
    {x : ℝ} (hx : x ∈ Set.Ioo 0 π) : raise n f x = raise n g x := by
  have he : f =ᶠ[𝓝 x] g := by
    filter_upwards [isOpen_Ioo.mem_nhds hx] with y hy using h y hy
  simp only [raise]
  rw [he.deriv_eq, h x hx]
```

The next theorem states both factorisations at each interior point. In its proof `hcot` is the derivative of the cotangent and `hc` is the identity for $\cot^2x$. The equations `e1` and `e2` differentiate $A_n\psi$ and $A_n^\dagger\psi$. Each closing `linear_combination` inserts `hc` multiplied by $(n+1)^2\psi$, which is the replacement made in the calculation by hand.

```lean
/-- For smooth `ψ` on `(0,π)`, `A_n† A_n = H_n - (n+1)²` and
`A_n A_n† = H_(n+1) - (n+1)²`. -/
theorem factorization (n : ℕ) {ψ : ℝ → ℝ} (hψ : ContDiffOn ℝ ∞ ψ (Set.Ioo 0 π))
    {x : ℝ} (hx : x ∈ Set.Ioo 0 π) :
    raiseAdj n (raise n ψ) x = hamiltonian n ψ x - ((n : ℝ) + 1) ^ 2 * ψ x ∧
    raise n (raiseAdj n ψ) x = hamiltonian (n + 1) ψ x - ((n : ℝ) + 1) ^ 2 * ψ x := by
  have hs : sin x ≠ 0 := (sin_pos_of_mem_Ioo hx).ne'
  have hI := isOpen_Ioo.mem_nhds hx
  obtain ⟨hd, hψ'⟩ := (contDiffOn_infty_iff_deriv_of_isOpen isOpen_Ioo).1 hψ
  have h1 := ((hd x hx).differentiableAt hI).hasDerivAt
  have h2 := ((((contDiffOn_infty_iff_deriv_of_isOpen isOpen_Ioo).1 hψ').1 x
    hx).differentiableAt hI).hasDerivAt
  have hc : (cos x / sin x) ^ 2 = 1 / sin x ^ 2 - 1 := by
    field_simp
    linarith [sin_sq_add_cos_sq x]
  -- the derivative of the cotangent is -1/sin²
  have hcot : HasDerivAt (fun y => cos y / sin y) (-(1 / sin x ^ 2)) x := by
    refine ((hasDerivAt_cos x).fun_div (hasDerivAt_sin x) hs).congr_deriv ?_
    rw [← neg_div]
    congr 1
    linarith [sin_sq_add_cos_sq x]
  have h3 : HasDerivAt (fun y => ((n : ℝ) + 1) * (cos y / sin y * ψ y))
      (((n : ℝ) + 1) * (-(1 / sin x ^ 2) * ψ x + cos x / sin x * deriv ψ x)) x :=
    (hcot.fun_mul h1).const_mul ((n : ℝ) + 1)
  have e1 : deriv (raise n ψ) x = deriv (deriv ψ) x
      - ((n : ℝ) + 1) * (-(1 / sin x ^ 2) * ψ x + cos x / sin x * deriv ψ x) :=
    (h2.fun_sub h3).deriv
  have e2 : deriv (raiseAdj n ψ) x = -deriv (deriv ψ) x
      - ((n : ℝ) + 1) * (-(1 / sin x ^ 2) * ψ x + cos x / sin x * deriv ψ x) :=
    (h2.fun_neg.fun_sub h3).deriv
  constructor
  · rw [raiseAdj, e1]
    simp only [raise, hamiltonian]
    linear_combination ((n : ℝ) + 1) ^ 2 * ψ x * hc
  · rw [raise, e2]
    simp only [raiseAdj, hamiltonian]
    push_cast
    linear_combination ((n : ℝ) + 1) ^ 2 * ψ x * hc
```

To transfer a solution, the proof first shows that $A_n\psi$ is smooth. It then applies $A_n$ to $A_n^\dagger A_n\psi=(E-(n+1)^2)\psi$ in `h1`, and moves the constant through $A_n$ in `h3`. The second factorisation, applied to $A_n\psi$, turns the result into the equation for $H_{n+1}$. The conclusion is `IsSolution`, which allows the zero function.

```lean
/-- `A_n` maps smooth solutions of `H_n ψ = E ψ` on `(0,π)` to smooth solutions of
`H_(n+1) y = E y`. -/
theorem raise_solution {n : ℕ} {E : ℝ} {ψ : ℝ → ℝ} (h : IsSolution n E ψ) :
    IsSolution (n + 1) E (raise n ψ) := by
  obtain ⟨hd, hψ'⟩ := (contDiffOn_infty_iff_deriv_of_isOpen isOpen_Ioo).1 h.smooth
  have hsm : ContDiffOn ℝ ∞ (raise n ψ) (Set.Ioo 0 π) :=
    hψ'.sub (contDiffOn_const.mul ((contDiff_cos.contDiffOn.div contDiff_sin.contDiffOn
      (fun x hx => (sin_pos_of_mem_Ioo hx).ne')).mul h.smooth))
  refine ⟨hsm, fun x hx => ?_⟩
  -- apply A_n to the identity A_n† A_n ψ = (E - (n+1)²) ψ
  have h1 := raise_congr n (f := raiseAdj n (raise n ψ))
    (g := fun y => (E - ((n : ℝ) + 1) ^ 2) * ψ y) (fun y hy => by
      rw [(factorization n h.smooth hy).1, h.eqn y hy]; ring) hx
  have h2 : deriv (fun y => (E - ((n : ℝ) + 1) ^ 2) * ψ y) x
      = (E - ((n : ℝ) + 1) ^ 2) * deriv ψ x :=
    (((hd x hx).differentiableAt (isOpen_Ioo.mem_nhds hx)).hasDerivAt.const_mul _).deriv
  have h3 : raise n (fun y => (E - ((n : ℝ) + 1) ^ 2) * ψ y) x
      = (E - ((n : ℝ) + 1) ^ 2) * raise n ψ x := by
    simp only [raise]
    rw [h2]
    ring
  linarith [(factorization n hsm hx).2]
```

The possible loss of a state is controlled by the following result. If $A_n\psi$ vanishes throughout the interval, so does its derivative, and the first factorisation fixes the energy.

```lean
/-- A smooth function annihilated by `A_n` on `(0,π)` solves `H_n ψ = (n+1)² ψ` there. -/
theorem energy_of_annihilated {n : ℕ} {ψ : ℝ → ℝ} (hψ : ContDiffOn ℝ ∞ ψ (Set.Ioo 0 π))
    (h : ∀ x ∈ Set.Ioo 0 π, raise n ψ x = 0) : IsSolution n (((n : ℝ) + 1) ^ 2) ψ := by
  refine ⟨hψ, fun x hx => ?_⟩
  have he : raise n ψ =ᶠ[𝓝 x] fun _ => (0 : ℝ) := by
    filter_upwards [isOpen_Ioo.mem_nhds hx] with y hy using h y hy
  have h0 : raiseAdj n (raise n ψ) x = 0 := by
    rw [raiseAdj, he.deriv_eq, h x hx]
    simp
  linarith [(factorization n hψ hx).1]
```

## Sine powers and Chebyshev polynomials

Here `P : ℝ[X]` is a real polynomial and `P.derivative` its derivative. The equation `hd` is the product and chain rule, and `hq` is $\cot x\,\sin^{n+1}x=\cos x\,\sin^nx$, which produces the cancellation.

```lean
/-- On `(0,π)`, `A_n` sends `c sin^(n+1) x P(cos x)` to `-c sin^(n+2) x P'(cos x)`,
for every real polynomial `P`. -/
theorem raise_sin_pow_mul (n : ℕ) (c : ℝ) (P : ℝ[X]) {x : ℝ} (hx : x ∈ Set.Ioo 0 π) :
    raise n (fun y => c * sin y ^ (n + 1) * P.eval (cos y)) x
      = -c * sin x ^ (n + 2) * P.derivative.eval (cos x) := by
  have hs : sin x ≠ 0 := (sin_pos_of_mem_Ioo hx).ne'
  have hp : HasDerivAt (fun y => P.eval (cos y)) (P.derivative.eval (cos x) * -sin x) x :=
    (P.hasDerivAt (cos x)).comp x (hasDerivAt_cos x)
  have hpow : HasDerivAt (fun y => sin y ^ (n + 1)) (((n : ℝ) + 1) * sin x ^ n * cos x) x := by
    simpa using (hasDerivAt_sin x).fun_pow (n + 1)
  have hd : deriv (fun y => c * sin y ^ (n + 1) * P.eval (cos y)) x
      = c * (((n : ℝ) + 1) * sin x ^ n * cos x) * P.eval (cos x)
        + c * sin x ^ (n + 1) * (P.derivative.eval (cos x) * -sin x) :=
    ((hpow.const_mul c).fun_mul hp).deriv
  -- the cotangent term cancels the derivative of the sine power
  have hq : cos x / sin x * sin x ^ (n + 1) = cos x * sin x ^ n := by
    rw [pow_succ', ← mul_assoc, div_mul_cancel₀ _ hs]
  simp only [raise]
  rw [hd]
  generalize cos x / sin x = q at hq ⊢
  linear_combination (-((n : ℝ) + 1) * c * P.eval (cos x)) * hq
```

With $c=1$ and $P=1$, the right-hand side is zero. The energy then follows from `energy_of_annihilated`, the value at $\pi/2$ shows that the function is nonzero, and continuity gives the wall limits. The name `ground_state` reflects the usual description of $\sin^{n+1}x$, which has no nodes inside the well; the theorem gives its energy without comparing it with other levels.

```lean
/-- `A_n` annihilates `sin^(n+1) x` on `(0,π)`, and this function is an eigenfunction of
`H_n` with energy `(n+1)²`. -/
theorem ground_state (n : ℕ) :
    (∀ x ∈ Set.Ioo 0 π, raise n (fun y => sin y ^ (n + 1)) x = 0) ∧
    IsEigenfunction n (((n : ℝ) + 1) ^ 2) (fun y => sin y ^ (n + 1)) := by
  have h : ∀ x ∈ Set.Ioo 0 π, raise n (fun y => sin y ^ (n + 1)) x = 0 := fun x hx => by
    simpa using raise_sin_pow_mul n 1 1 hx
  have hc : Continuous fun y : ℝ => sin y ^ (n + 1) := continuous_sin.pow _
  refine ⟨h, energy_of_annihilated (contDiff_sin.pow _).contDiffOn h,
    ⟨π / 2, ⟨by positivity, by linarith [pi_pos]⟩, by simp⟩, ?_, ?_⟩
  · exact (hc.tendsto' 0 0 (by simp)).mono_left nhdsWithin_le_nhds
  · exact (hc.tendsto' π 0 (by simp)).mono_left nhdsWithin_le_nhds
```

The closed form holds for all natural numbers $k$ and $n$, including cases where both sides vanish. The notation `Polynomial.derivative^[n]` means differentiation repeated $n$ times. Induction starts from the Chebyshev identity for $\sin(kx)$; each further step uses `raise_congr` to insert the previous formula and `raise_sin_pow_mul` to differentiate the polynomial once more.

```lean
/-- On `(0,π)`, `A_(n-1) ... A_0 sin(kx)` equals `(-1)^n sin^(n+1) x` times the `n`-th
derivative of the Chebyshev polynomial `U_(k-1)`, evaluated at `cos x`. -/
theorem ladder_closed_form (k n : ℕ) : ∀ x ∈ Set.Ioo 0 π,
    ladder n (fun y => sin (k * y)) x = (-1) ^ n * sin x ^ (n + 1) *
      (Polynomial.derivative^[n] (Polynomial.Chebyshev.U ℝ ((k : ℤ) - 1))).eval (cos x) := by
  induction n with
  | zero =>
    intro x _
    have h := Polynomial.Chebyshev.U_real_cos x ((k : ℤ) - 1)
    push_cast at h
    rw [sub_add_cancel] at h
    simp only [ladder, Function.iterate_zero, id_eq, pow_zero, zero_add, pow_one, one_mul]
    linarith
  | succ n ih =>
    intro x hx
    rw [ladder, raise_congr n ih hx, raise_sin_pow_mul n _ _ hx,
      Function.iterate_succ_apply']
    ring
```

## Energy $k^2$ for every $k>n$

The hypothesis `hk : n < k` is the condition $k>n$. The statement `key` combines the differential equation with nonvanishing, and is proved by induction on $n$. In the base case two derivatives of $\sin(kx)$ give the energy, and the point $x=\pi/(2k)$ gives the value $1$.

In the induction step `raise_solution` supplies the new equation. If the new function were zero everywhere in the interval, `energy_of_annihilated` would give the old one energy $(n+1)^2$ as well as $k^2$. Evaluating at a point where the old function is nonzero yields $k^2=(n+1)^2$, which contradicts $n+1<k$. The last part of the proof obtains the two wall limits from the continuous closed form.

```lean
/-- For integers `k > n ≥ 0`, `A_(n-1) ... A_0 sin(kx)` is an eigenfunction of `H_n` on
`(0,π)` with energy `k²`. -/
theorem ladder_eigenfunction {k n : ℕ} (hk : n < k) :
    IsEigenfunction n ((k : ℝ) ^ 2) (ladder n (fun y => sin (k * y))) := by
  have key : IsSolution n ((k : ℝ) ^ 2) (ladder n (fun y => sin (k * y))) ∧
      ∃ x ∈ Set.Ioo 0 π, ladder n (fun y => sin (k * y)) x ≠ 0 := by
    induction n with
    | zero =>
      have hk1 : (1 : ℝ) ≤ k := by exact_mod_cast hk
      have hkp : (0 : ℝ) < k := by linarith
      have hk0 : (k : ℝ) ≠ 0 := hkp.ne'
      have h1 : deriv (fun y : ℝ => sin (k * y)) = fun y => k * cos (k * y) :=
        funext fun x => ((((hasDerivAt_id' x).const_mul (k : ℝ)).sin).congr_deriv
          (by ring)).deriv
      have h2 (x : ℝ) : deriv (fun y : ℝ => k * cos (k * y)) x = -(k ^ 2 * sin (k * x)) :=
        ((((hasDerivAt_id' x).const_mul (k : ℝ)).cos.const_mul (k : ℝ)).congr_deriv
          (by ring)).deriv
      refine ⟨⟨(contDiff_sin.comp (contDiff_const.mul contDiff_id)).contDiffOn,
        fun x _ => ?_⟩, π / (2 * k), ⟨by positivity, ?_⟩, ?_⟩
      · simp only [ladder, hamiltonian]
        rw [h1, h2]
        simp
      · rw [div_lt_iff₀ (by positivity)]
        nlinarith [pi_pos]
      · have hx : (k : ℝ) * (π / (2 * k)) = π / 2 := by field_simp
        simp only [ladder]
        rw [hx, sin_pi_div_two]
        exact one_ne_zero
    | succ n ih =>
      obtain ⟨hsol, x, hx, hne⟩ := ih (by omega)
      refine ⟨raise_solution hsol, ?_⟩
      by_contra hcon
      -- if A_n killed the state, its energy would be (n+1)², which is below k²
      have hz : ∀ y ∈ Set.Ioo 0 π, raise n (ladder n (fun y => sin (k * y))) y = 0 :=
        fun y hy => by_contra fun hy0 => hcon ⟨y, hy, hy0⟩
      have he := (energy_of_annihilated hsol.smooth hz).eqn x hx
      rw [hsol.eqn x hx] at he
      have hE := mul_right_cancel₀ hne he
      have hlt : (n : ℝ) + 1 < k := by exact_mod_cast hk
      have hn : (0 : ℝ) ≤ n := n.cast_nonneg
      nlinarith
  -- the closed form extends continuously by zero to the walls
  obtain ⟨P, hP⟩ : ∃ P : ℝ[X], ∀ x ∈ Set.Ioo 0 π,
      ladder n (fun y => sin (k * y)) x = (-1) ^ n * sin x ^ (n + 1) * P.eval (cos x) :=
    ⟨_, ladder_closed_form k n⟩
  have hc : Continuous fun x : ℝ => (-1 : ℝ) ^ n * sin x ^ (n + 1) * P.eval (cos x) :=
    (continuous_const.mul (continuous_sin.pow _)).mul (P.continuous.comp continuous_cos)
  refine ⟨key.1, key.2, ?_, ?_⟩
  · refine ((hc.tendsto' 0 0 (by simp)).mono_left nhdsWithin_le_nhds).congr' ?_
    filter_upwards [Ioo_mem_nhdsGT pi_pos] with x hx
    exact (hP x hx).symm
  · refine ((hc.tendsto' π 0 (by simp)).mono_left nhdsWithin_le_nhds).congr' ?_
    filter_upwards [Ioo_mem_nhdsLT pi_pos] with x hx
    exact (hP x hx).symm

end

end SusyPoschlTeller
```

```lean
#print axioms SusyPoschlTeller.ground_state
#print axioms SusyPoschlTeller.ladder_eigenfunction
```

```
'SusyPoschlTeller.ground_state' depends on axioms: [propext, Classical.choice, Quot.sound]
'SusyPoschlTeller.ladder_eigenfunction' depends on axioms: [propext, Classical.choice, Quot.sound]
```
